# In a finite ensemble, the hole around an occupied site sums to \(\mathrm{Cov}(N_i,M)/n_i-1\)

I would model the state as a finite list of configurations, each with a probability and a whole number of particles on every site. Nothing else about the quantum state enters. The hole around a particle at site \(i\) should then never remove more than the density present at \(j\), and it should sum to \(-1\) when the particle number is fixed. What replaces \(-1\) when the number fluctuates, and does a sum of \(-1\) everywhere force a fixed number? I would like to see this made rigorous and machine-checked.

## Counting pairs by hand

Let configuration \(\omega\) have probability \(p_\omega\) and occupations \(N_i(\omega)\). Write \(\langle f\rangle=\sum_\omega p_\omega f(\omega)\), \(n_i=\langle N_i\rangle\), \(M=\sum_j N_j\) and \(\mathrm{Cov}(f,g)=\langle fg\rangle-\langle f\rangle\langle g\rangle\). The pair density and, for \(n_i>0\), the hole are

\[
P_{ij}=\langle N_iN_j\rangle-\delta_{ij}n_i,\qquad h_i(j)=\frac{P_{ij}}{n_i}-n_j .
\]

For \(i\neq j\), \(P_{ij}\) averages a non-negative product. For \(i=j\) it is \(\langle N_i(N_i-1)\rangle\), which is non-negative because \(N_i\) is a natural number. Hence \(h_i(j)\ge -n_j\).

Summing over \(j\) gives \(\sum_jP_{ij}=\langle N_iM\rangle-n_i\) and \(\sum_jn_j=\langle M\rangle\), so

\[
\sum_j h_i(j)=\frac{\langle N_iM\rangle-n_i}{n_i}-\langle M\rangle=\frac{\mathrm{Cov}(N_i,M)}{n_i}-1 .
\]

If \(M=K\) wherever \(p_\omega>0\), then \(\langle N_iM\rangle=Kn_i\) and \(\langle M\rangle=K\). The covariance vanishes and the sum is \(-1\).

For the converse, multiply by \(n_i\):

\[
n_i\Bigl(1+\sum_jh_i(j)\Bigr)=\mathrm{Cov}(N_i,M).
\]

If \(n_i=0\), then \(N_i=0\) in every configuration that occurs, and both sides count as zero. Summing over \(i\) gives \(\mathrm{Cov}(M,M)=\sum_\omega p_\omega(M(\omega)-\langle M\rangle)^2\). If every occupied site has hole sum \(-1\), this sum of non-negative terms is zero, so \(M=\langle M\rangle\) wherever \(p_\omega>0\).

Fluctuations can even reverse the sign. For one site holding 0 or 4 particles with equal probability, \(n=2\), \(\langle N^2\rangle=8\) and \(P=6\), so the hole is \(6/2-2=+1\).

## What the Lean statements say

`Ensemble Ω ι` holds the probabilities `p` and occupations `N` for configurations `Ω` and sites `ι`; `N` takes values in `ℕ`, which the bound needs. `E.n`, `E.total`, `E.pair` and `E.hole` are \(n_i\), \(M\), \(P_{ij}\) and \(h_i(j)\).

`hole_bound_and_sum_rule` assumes `0 < E.n i` and gives the bound, the covariance formula and the value \(-1\) at fixed number. `hole_sum_eq_neg_one_iff` is the equivalence, with the condition on the hole imposed at all occupied sites together. Configurations of zero weight are unrestricted.

For finitely many orthonormal fermionic orbitals, the joint probabilities of all the orbital occupations in any quantum state form such an ensemble, so the result applies to its number correlations; coherences between configurations do not enter the formulas. The exchange-correlation hole of density functional theory lives in continuous space and is averaged over coupling strength; here there are discrete sites, a single ensemble and no Hamiltonian.

```lean
import Mathlib

namespace OccupationHole

noncomputable section

/-- A finite statistical ensemble: configurations `ω` with probabilities `p ω` and
occupation numbers `N ω i` of the sites `i`. -/
structure Ensemble (Ω ι : Type*) [Fintype Ω] where
  p : Ω → ℝ
  N : Ω → ι → ℕ
  p_nonneg : ∀ ω, 0 ≤ p ω
  p_sum : ∑ ω, p ω = 1

variable {Ω ι : Type*} [Fintype Ω]

/-- The ensemble average of an observable. -/
def Ensemble.mean (E : Ensemble Ω ι) (f : Ω → ℝ) : ℝ := ∑ ω, E.p ω * f ω

/-- The covariance of two observables. -/
def Ensemble.cov (E : Ensemble Ω ι) (f g : Ω → ℝ) : ℝ :=
  E.mean (fun ω => f ω * g ω) - E.mean f * E.mean g

/-- The mean occupation of site `i`. -/
def Ensemble.n (E : Ensemble Ω ι) (i : ι) : ℝ := E.mean (fun ω => (E.N ω i : ℝ))

/-- The total particle number of a configuration. -/
def Ensemble.total [Fintype ι] (E : Ensemble Ω ι) (ω : Ω) : ℝ := ∑ i, (E.N ω i : ℝ)

/-- The pair density: the mean product of occupations with the self-pairs removed. -/
def Ensemble.pair [DecidableEq ι] (E : Ensemble Ω ι) (i j : ι) : ℝ :=
  E.mean (fun ω => (E.N ω i : ℝ) * (E.N ω j : ℝ)) - if i = j then E.n i else 0

/-- The pair density of `i` and `j` divided by the mean occupation of `i`, minus the mean occupation
of `j`. For `n i > 0` this is the hole at `j` around a particle at `i`. -/
def Ensemble.hole [DecidableEq ι] (E : Ensemble Ω ι) (i j : ι) : ℝ :=
  E.pair i j / E.n i - E.n j

/-- The pair density is nowhere negative. -/
theorem pair_nonneg [DecidableEq ι] (E : Ensemble Ω ι) (i j : ι) : 0 ≤ E.pair i j := by
  simp only [Ensemble.pair, Ensemble.n, Ensemble.mean]
  split_ifs with h
  · -- on one site, a natural number never exceeds its square
    subst h
    rw [sub_nonneg]
    refine Finset.sum_le_sum fun ω _ => mul_le_mul_of_nonneg_left ?_ (E.p_nonneg ω)
    exact_mod_cast Nat.le_mul_self _
  · rw [sub_zero]
    exact Finset.sum_nonneg fun ω _ => mul_nonneg (E.p_nonneg ω) (by positivity)

/-- The mean occupations add up to the mean particle number. -/
theorem sum_n [Fintype ι] (E : Ensemble Ω ι) : ∑ i, E.n i = E.mean E.total := by
  simp only [Ensemble.n, Ensemble.mean, Ensemble.total, Finset.mul_sum]
  exact Finset.sum_comm

/-- Around an occupied site the hole sums to the covariance of its occupation with the
particle number, divided by the mean occupation, minus one. -/
theorem hole_sum [Fintype ι] [DecidableEq ι] (E : Ensemble Ω ι) (i : ι) (hi : 0 < E.n i) :
    ∑ j, E.hole i j = E.cov (fun ω => (E.N ω i : ℝ)) E.total / E.n i - 1 := by
  have h : ∑ j, E.mean (fun ω => (E.N ω i : ℝ) * (E.N ω j : ℝ))
      = E.mean (fun ω => (E.N ω i : ℝ) * E.total ω) := by
    simp only [Ensemble.mean, Ensemble.total, Finset.mul_sum]
    exact Finset.sum_comm
  -- the pair density integrates to the mean of `N i * M`, less the self-pairs
  have hp : ∑ j, E.pair i j = E.mean (fun ω => (E.N ω i : ℝ) * E.total ω) - E.n i := by
    simp only [Ensemble.pair, Finset.sum_sub_distrib, h, Finset.sum_ite_eq,
      Finset.mem_univ, if_true]
  have hc : E.cov (fun ω => (E.N ω i : ℝ)) E.total
      = E.mean (fun ω => (E.N ω i : ℝ) * E.total ω) - E.n i * E.mean E.total := rfl
  simp only [Ensemble.hole, Finset.sum_sub_distrib, ← Finset.sum_div]
  rw [hp, sum_n, hc, sub_div, sub_div, mul_div_cancel_left₀ _ hi.ne', div_self hi.ne']
  ring

/-- A particle number with the same value `K` in all configurations of positive weight
has zero covariance with every observable. -/
theorem cov_total_eq_zero [Fintype ι] (E : Ensemble Ω ι) (K : ℝ)
    (hK : ∀ ω, 0 < E.p ω → E.total ω = K) (f : Ω → ℝ) : E.cov f E.total = 0 := by
  have key : ∀ g : Ω → ℝ, E.mean (fun ω => g ω * E.total ω) = E.mean g * K := by
    intro g
    simp only [Ensemble.mean, Finset.sum_mul]
    refine Finset.sum_congr rfl fun ω _ => ?_
    rcases (E.p_nonneg ω).eq_or_lt with h0 | h0
    · rw [← h0]; ring
    · rw [hK ω h0]; ring
  have hM : E.mean E.total = K := by
    have h1 := key (fun _ => 1)
    simpa [Ensemble.mean, E.p_sum] using h1
  rw [Ensemble.cov, key, hM, sub_self]

/-- Around an occupied site `i` the hole is at least `-n j` at every `j`, obeys the
covariance sum rule, and sums to `-1` if the particle number is fixed. -/
theorem hole_bound_and_sum_rule [Fintype ι] [DecidableEq ι] (E : Ensemble Ω ι) (i : ι)
    (hi : 0 < E.n i) :
    (∀ j, -E.n j ≤ E.hole i j) ∧
    ∑ j, E.hole i j = E.cov (fun ω => (E.N ω i : ℝ)) E.total / E.n i - 1 ∧
    ∀ K : ℝ, (∀ ω, 0 < E.p ω → E.total ω = K) → ∑ j, E.hole i j = -1 := by
  refine ⟨fun j => ?_, hole_sum E i hi, fun K hK => ?_⟩
  · have h := div_nonneg (pair_nonneg E i j) hi.le
    unfold Ensemble.hole
    linarith
  · rw [hole_sum E i hi, cov_total_eq_zero E K hK, zero_div, zero_sub]

/-- The deviations of the hole sums from `-1`, weighted with the mean occupations, add up
to the variance of the particle number. -/
theorem sum_hole_deficit [Fintype ι] [DecidableEq ι] (E : Ensemble Ω ι) :
    ∑ i, E.n i * (1 + ∑ j, E.hole i j) = E.cov E.total E.total := by
  have hc : ∀ i, E.cov (fun ω => (E.N ω i : ℝ)) E.total
      = E.mean (fun ω => (E.N ω i : ℝ) * E.total ω) - E.n i * E.mean E.total :=
    fun _ => rfl
  have hloc : ∀ i, E.n i * (1 + ∑ j, E.hole i j)
      = E.mean (fun ω => (E.N ω i : ℝ) * E.total ω) - E.n i * E.mean E.total := by
    intro i
    have hn : ∀ ω ∈ Finset.univ, 0 ≤ E.p ω * (E.N ω i : ℝ) :=
      fun ω _ => mul_nonneg (E.p_nonneg ω) (Nat.cast_nonneg _)
    have hn0 : 0 ≤ E.n i := Finset.sum_nonneg hn
    rcases hn0.eq_or_lt with h0 | h0
    · -- a site that is empty on average is empty in every configuration that occurs
      have hs : ∑ ω, E.p ω * (E.N ω i : ℝ) = 0 := h0.symm
      have hz : ∀ ω, E.p ω * (E.N ω i : ℝ) = 0 :=
        fun ω => (Finset.sum_eq_zero_iff_of_nonneg hn).mp hs ω (Finset.mem_univ ω)
      have hm : E.mean (fun ω => (E.N ω i : ℝ) * E.total ω) = 0 := by
        simp only [Ensemble.mean, ← mul_assoc, hz, zero_mul, Finset.sum_const_zero]
      rw [hm, ← h0]
      ring
    · rw [← hc, hole_sum E i h0, add_sub_cancel]
      field_simp
  have hs : ∑ i, E.mean (fun ω => (E.N ω i : ℝ) * E.total ω)
      = E.mean (fun ω => E.total ω * E.total ω) := by
    simp only [Ensemble.mean]
    rw [Finset.sum_comm]
    refine Finset.sum_congr rfl fun ω _ => ?_
    rw [← Finset.mul_sum, ← Finset.sum_mul]
    rfl
  rw [Finset.sum_congr rfl fun i _ => hloc i, Finset.sum_sub_distrib, ← Finset.sum_mul,
    hs, sum_n, Ensemble.cov]

/-- The hole sums to `-1` around every occupied site exactly when the particle number
equals its mean in every configuration of positive weight. -/
theorem hole_sum_eq_neg_one_iff [Fintype ι] [DecidableEq ι] (E : Ensemble Ω ι) :
    (∀ i, 0 < E.n i → ∑ j, E.hole i j = -1) ↔
      ∀ ω, 0 < E.p ω → E.total ω = E.mean E.total := by
  refine ⟨fun h ω hω => ?_, fun h i hi => (hole_bound_and_sum_rule E i hi).2.2 _ h⟩
  have hv : E.cov E.total E.total = 0 := by
    rw [← sum_hole_deficit]
    refine Finset.sum_eq_zero fun i _ => ?_
    have hn0 : 0 ≤ E.n i :=
      Finset.sum_nonneg fun ω _ => mul_nonneg (E.p_nonneg ω) (Nat.cast_nonneg _)
    rcases hn0.eq_or_lt with h0 | h0
    · rw [← h0, zero_mul]
    · rw [h i h0]; ring
  -- the variance is a weighted sum of squares, so each term vanishes
  have hsq : ∑ ω, E.p ω * (E.total ω - E.mean E.total) ^ 2 = 0 := by
    have hexp : ∀ ω, E.p ω * (E.total ω - E.mean E.total) ^ 2
        = E.p ω * (E.total ω * E.total ω)
          - 2 * E.mean E.total * (E.p ω * E.total ω) + E.mean E.total ^ 2 * E.p ω :=
      fun ω => by ring
    have h1 : ∑ ω, E.p ω * E.total ω = E.mean E.total := rfl
    have h2 : ∑ ω, E.p ω * (E.total ω * E.total ω) - E.mean E.total * E.mean E.total = 0 :=
      hv
    rw [Finset.sum_congr rfl fun ω _ => hexp ω, Finset.sum_add_distrib,
      Finset.sum_sub_distrib, ← Finset.mul_sum, ← Finset.mul_sum, h1, E.p_sum]
    linear_combination h2
  have hterm := (Finset.sum_eq_zero_iff_of_nonneg
    (fun ω _ => mul_nonneg (E.p_nonneg ω) (sq_nonneg _))).mp hsq ω (Finset.mem_univ ω)
  rcases mul_eq_zero.mp hterm with h0 | h0
  · exact absurd h0 hω.ne'
  · exact sub_eq_zero.mp (pow_eq_zero_iff two_ne_zero |>.mp h0)

/-- An open single site that is empty or fourfold occupied with equal probability. -/
def openSite : Ensemble (Fin 2) (Fin 1) where
  p := fun _ => 1 / 2
  N := fun ω _ => if ω = 0 then 0 else 4
  p_nonneg := fun _ => by norm_num
  p_sum := by norm_num [Fin.sum_univ_two]

/-- The open site has mean occupation `2`, and its hole sums to `+1`. -/
theorem openSite_hole_sum : openSite.n 0 = 2 ∧ ∑ j, openSite.hole 0 j = 1 := by
  constructor <;>
    norm_num [openSite, Ensemble.hole, Ensemble.pair, Ensemble.n, Ensemble.mean,
      Fin.sum_univ_two]

end

end OccupationHole
```

```lean
#print axioms OccupationHole.hole_sum_eq_neg_one_iff
#print axioms OccupationHole.openSite_hole_sum
```

```
'OccupationHole.hole_sum_eq_neg_one_iff' depends on axioms: [propext, Classical.choice, Quot.sound]
'OccupationHole.openSite_hole_sum' depends on axioms: [propext, Classical.choice, Quot.sound]
```

## How the proof follows the calculation

`pair_nonneg` separates \(i=j\) from \(i\ne j\) and uses `Nat.le_mul_self` for \(N\le N^2\). In `hole_sum`, `Finset.sum_comm` exchanges the sums over sites and configurations, and `hi` permits the division by \(n_i\). `cov_total_eq_zero` replaces \(M\) by \(K\) term by term, treating zero weights separately.

`sum_hole_deficit` distinguishes empty from occupied sites; at an empty site the factor `E.n i` removes whatever value Lean gives the hole. The converse expands the variance into the squares in `hsq`, and `Finset.sum_eq_zero_iff_of_nonneg` makes each one vanish. The open site is evaluated by `norm_num`.

## Checking a sampled hole

In a Monte Carlo code that stores occupation vectors, \(S\) equally weighted samples are themselves an ensemble with \(p_\omega=1/S\). Around every site that is occupied in at least one sample, the estimated hole therefore satisfies the covariance formula up to rounding, however short the run, provided that all averages use the same samples and the covariance is divided by \(S\), not \(S-1\). A larger mismatch points to a bookkeeping error, such as self-pairs left in, and not to sampling noise. In a run at fixed particle number the target is simply \(-1\) at every site visited.
